# Bounds on the curvature of the energy between zero and one electron bound its deviation from the straight line

The declaration `chord_deviation` concerns an energy E(N) at fractional electron number N between 0 and 1, given as a real function with a first derivative (slope) and a second derivative (curvature) on the whole interval, one-sided at the ends. If the curvature lies between a and b throughout, then (1 − N)E(0) + N E(1) − E(N), the height of the straight line joining the integer energies above the curve, lies between aN(1 − N)/2 and bN(1 − N)/2. No Hamiltonian or density functional is specified, and a and b may have either sign. The proof compares the energies at 0 and 1 with the tangent drawn at N, and weights the two comparisons by 1 − N and N so that the slope cancels. This gives the lower bound, and the same argument applied to −E is meant to give the upper one.

The first attempt, which Lean rejects:

```lean
import Mathlib

open Set

namespace ChordDeviation

/-- An energy curve `E` on electron numbers between 0 and 1, with slope `ε` and curvature `κ`.
Derivatives are taken within the interval, so they are one-sided at the two integers. -/
structure IsEnergyCurve (E ε κ : ℝ → ℝ) : Prop where
  slope : ∀ N ∈ Icc (0 : ℝ) 1, HasDerivWithinAt E (ε N) (Icc 0 1) N
  curvature : ∀ N ∈ Icc (0 : ℝ) 1, HasDerivWithinAt ε (κ N) (Icc 0 1) N

/-- Between two electron numbers in `[0,1]`, a differentiable quantity changes by its slope at
some intermediate electron number times the distance. -/
theorem exists_intermediate_slope {g g' : ℝ → ℝ}
    (h : ∀ N ∈ Icc (0 : ℝ) 1, HasDerivWithinAt g (g' N) (Icc 0 1) N)
    {x y : ℝ} (hx : 0 ≤ x) (hxy : x < y) (hy : y ≤ 1) :
    ∃ c ∈ Ioo x y, g y - g x = g' c * (y - x) := by
  have hc : ContinuousOn g (Icc x y) := fun t ht =>
    (h t ⟨hx.trans ht.1, ht.2.trans hy⟩).continuousWithinAt.mono (Icc_subset_Icc hx hy)
  have hd : ∀ t ∈ Ioo x y, HasDerivAt g (g' t) t := fun t ht =>
    (h t ⟨hx.trans ht.1.le, ht.2.le.trans hy⟩).hasDerivAt
      (Icc_mem_nhds (lt_of_le_of_lt hx ht.1) (lt_of_lt_of_le ht.2 hy))
  obtain ⟨c, hc', he⟩ := exists_hasDerivAt_eq_slope g g' hxy hc hd
  refine ⟨c, hc', ?_⟩
  have hne : y - x ≠ 0 := (sub_pos.mpr hxy).ne'
  rw [he, div_mul_cancel₀ _ hne]

/-- An energy curve of non-negative curvature lies on or above each of its tangents. -/
theorem tangent_le {E ε κ : ℝ → ℝ} (h : IsEnergyCurve E ε κ)
    (hκ : ∀ N ∈ Icc (0 : ℝ) 1, 0 ≤ κ N) {x y : ℝ}
    (hx : x ∈ Icc (0 : ℝ) 1) (hy : y ∈ Icc (0 : ℝ) 1) :
    E x + ε x * (y - x) ≤ E y := by
  rcases lt_trichotomy x y with hxy | hxy | hxy
  · obtain ⟨c, hc, e1⟩ := exists_intermediate_slope h.slope hx.1 hxy hy.2
    obtain ⟨d, hd, e2⟩ :=
      exists_intermediate_slope h.curvature hx.1 hc.1 (hc.2.le.trans hy.2)
    have hk := hκ d ⟨hx.1.trans hd.1.le, hd.2.le.trans (hc.2.le.trans hy.2)⟩
    -- the slope does not decrease from x to c
    have h1 : 0 ≤ ε c - ε x := by
      rw [e2]
      exact mul_nonneg hk (sub_nonneg.mpr hc.1.le)
    have h2 := mul_nonneg h1 (sub_nonneg.mpr hxy.le)
    linarith [sub_mul (ε c) (ε x) (y - x)]
  · subst hxy
    simp
  · obtain ⟨c, hc, e1⟩ := exists_intermediate_slope h.slope hy.1 hxy hx.2
    obtain ⟨d, hd, e2⟩ :=
      exists_intermediate_slope h.curvature (hy.1.trans hc.1.le) hc.2 hx.2
    have hk := hκ d ⟨hy.1.trans (hc.1.le.trans hd.1.le), hd.2.le.trans hx.2⟩
    -- the slope does not decrease from c to x
    have h1 : 0 ≤ ε x - ε c := by
      rw [e2]
      exact mul_nonneg hk (sub_nonneg.mpr hc.2.le)
    have h2 := mul_nonneg h1 (sub_nonneg.mpr hxy.le)
    nlinarith [h2, e1]

/-- The parabola `c N² / 2` has slope `c N`. -/
theorem hasDerivAt_parabola (c N : ℝ) :
    HasDerivAt (fun t : ℝ => c / 2 * (t * t)) (c * N) N :=
  (((hasDerivAt_id' N).fun_mul (hasDerivAt_id' N)).const_mul (c / 2)).congr_deriv (by ring)

/-- If the curvature is at least `a`, the energy at `y` exceeds the tangent drawn at `x` by at
least `a (y - x)² / 2`. -/
theorem parabola_le {E ε κ : ℝ → ℝ} {a : ℝ} (h : IsEnergyCurve E ε κ)
    (hκ : ∀ N ∈ Icc (0 : ℝ) 1, a ≤ κ N) {x y : ℝ}
    (hx : x ∈ Icc (0 : ℝ) 1) (hy : y ∈ Icc (0 : ℝ) 1) :
    a / 2 * (y - x) ^ 2 ≤ E y - E x - ε x * (y - x) := by
  -- removing the parabola leaves a curve of non-negative curvature
  have hs : IsEnergyCurve (fun t => E t - a / 2 * (t * t)) (fun t => ε t - a * t)
      (fun t => κ t - a) :=
    ⟨fun N hN => (h.slope N hN).fun_sub (hasDerivAt_parabola a N).hasDerivWithinAt,
     fun N hN => ((h.curvature N hN).fun_sub
      ((hasDerivAt_id' N).const_mul a).hasDerivWithinAt).congr_deriv (by ring)⟩
  have ht := tangent_le hs (fun N hN => sub_nonneg.mpr (hκ N hN)) hx hy
  nlinarith [ht]

/-- If the curvature lies between `a` and `b`, the chord joining the two integers lies above the
energy at `N` by an amount between `a N (1 - N) / 2` and `b N (1 - N) / 2`. -/
theorem chord_deviation {E ε κ : ℝ → ℝ} {a b : ℝ} (h : IsEnergyCurve E ε κ)
    (hκ : ∀ N ∈ Icc (0 : ℝ) 1, κ N ∈ Icc a b) {N : ℝ} (hN : N ∈ Icc (0 : ℝ) 1) :
    (1 - N) * E 0 + N * E 1 - E N ∈
      Icc (a / 2 * (N * (1 - N))) (b / 2 * (N * (1 - N))) := by
  have m0 : (0 : ℝ) ∈ Icc (0 : ℝ) 1 := ⟨le_rfl, zero_le_one⟩
  have m1 : (1 : ℝ) ∈ Icc (0 : ℝ) 1 := ⟨zero_le_one, le_rfl⟩
  have hn : IsEnergyCurve (fun t => -E t) (fun t => -ε t) (fun t => -κ t) :=
    ⟨fun t ht => (h.slope t ht).fun_neg, fun t ht => (h.curvature t ht).fun_neg⟩
  have hl : ∀ t ∈ Icc (0 : ℝ) 1, a ≤ κ t := fun t ht => (hκ t ht).1
  have hu : ∀ t ∈ Icc (0 : ℝ) 1, -b ≤ -κ t := fun t ht => neg_le_neg (hκ t ht).2
  have w : 0 ≤ 1 - N := sub_nonneg.mpr hN.2
  -- weight the tangent bounds so that the slope at N cancels
  constructor
  · have p := mul_le_mul_of_nonneg_left (parabola_le h hl hN m0) w
    have q := mul_le_mul_of_nonneg_left (parabola_le h hl hN m1) hN.1
    nlinarith [p, q]
  · have p := mul_le_mul_of_nonneg_left (parabola_le hn hu hN m0) w
    have q := mul_le_mul_of_nonneg_left (parabola_le hn hu hN m1) hN.1
    dsimp only at p q
    nlinarith [p, q]

end ChordDeviation
```

Lean reports:

```
Main.lean:98:4: error: `dsimp` made no progress
```

What went wrong. The message says that `dsimp only at p q` found nothing to simplify, which Lean treats as an error. The step belongs to the upper bound, where `parabola_le` is applied to the negated curve `fun t => -E t`. One might expect `p` and `q` to contain unevaluated applications such as `(fun t => -E t) 0`, which `dsimp only` would turn into `-E 0`. But `E`, `ε` and `κ` are implicit arguments of `parabola_le`, which Lean fills in by unification with `hn`, and when it puts the functions found into the resulting statement it carries out these applications itself. So `p` and `q` already speak of `-E 0`, `-E 1` and `-E N`, and `dsimp only` has no work left.

The diff deletes that line and changes nothing else. `nlinarith [p, q]` then receives the two inequalities as they stand and proves the upper bound.

This version goes through:

```diff
@@ -96,5 +96,4 @@
   · have p := mul_le_mul_of_nonneg_left (parabola_le hn hu hN m0) w
     have q := mul_le_mul_of_nonneg_left (parabola_le hn hu hN m1) hN.1
-    dsimp only at p q
     nlinarith [p, q]
 
```
